# Carbon pairs at distance 3 in a tree, and the error they leave between 2- and 3-methylpentane

How much of a method's energy error survives in an alkane isomerization depends on the features of the molecule to which the error is attached. Here it is attached to two: each carbon contributes according to its number of carbon neighbours, and each pair of carbons three bonds apart, a 1,4 pair, contributes a fixed amount $d$. The molecule itself is reduced to its carbon skeleton, a finite graph $G$ with carbons as vertices and C–C bonds as edges. Write $\deg u$ for the number of carbon neighbours of $u$, and $N(G)$ for the number of unordered pairs at graph distance 3. If $G$ is a tree, then

$$N(G)=\sum_{uv\ \text{bond}}(\deg u-1)(\deg v-1).$$

From 2-methylpentane to 3-methylpentane the number of carbons of each degree is unchanged, but $N$ rises from 3 to 4. The reaction error in this model is therefore exactly $d$.

## Counting the pairs bond by bond

In a tree, any two atoms are joined by exactly one path, and their distance is its length. There is no triangle, because in a triangle $a,u,v$ both $u$–$v$ and $u$–$a$–$v$ would be paths from $u$ to $v$.

Call $a,u,v,b$ a torsion if $a$–$u$, $u$–$v$ and $v$–$b$ are bonds, $a\ne v$ and $u\ne b$. Then also $a\ne b$, since otherwise $a,u,v$ would be a triangle. The four atoms are distinct, so the torsion is the path from $a$ to $b$, and the distance is 3. Conversely, if $a$ and $b$ are at distance 3, the path between them is a torsion. As this path is unique, each 1,4 pair has exactly one middle bond.

Now fix a bond $uv$. A torsion with this middle bond is given by a neighbour $a\ne v$ of $u$ and a neighbour $b\ne u$ of $v$, which leaves $(\deg u-1)(\deg v-1)$ choices. Two choices $(a,b)\neq(a',b')$ could give the same unordered pair only if $a=b'$ and $b=a'$. But then $a$ would be bonded to both $u$ and $v$, again a triangle. So the choices correspond one to one to the 1,4 pairs across $uv$, and summing over bonds gives the formula.

The formula can fail for a connected graph with a ring. In cyclopropane every carbon has degree 2, so the sum is $3\cdot1\cdot1=3$, while no two carbons are at distance 3.

## The isomerization error

Let the error of the method be

$$E(G)=\sum_v f(\deg v)+d\,N(G),$$

with an arbitrary function $f$. If $G$ and $H$ have equally many carbons of each degree, the sums over $f$ are equal, and $E(H)-E(G)=d\,(N(H)-N(G))$.

Number the main chain $0,1,2,3,4$ and call the methyl carbon $5$. The weight of a bond $uv$ is its term $(\deg u-1)(\deg v-1)$ in the formula for $N$. Bonds to a terminal carbon have weight 0, so only $1$–$2$ and $2$–$3$ count.

| | degrees of atoms 1, 2, 3 | weight of 1–2 | weight of 2–3 | $N$ |
|---|---|---|---|---|
| 2-methylpentane | 3, 2, 2 | 2 | 1 | 3 |
| 3-methylpentane | 2, 3, 2 | 2 | 2 | 4 |

Atoms 0, 4 and 5 have degree 1 in both molecules. The degree counts agree, and $E$ changes by $d(4-3)=d$.

The constant $d$ stands for a systematic error in the interaction of carbons three bonds apart, such as a density functional's error in medium-range correlation. For an error of this additive form with $d\neq 0$, a reaction that balances the carbon types is free of that contribution only if the number of 1,4 pairs is also unchanged. Whether the error of an actual method has this form is the step from the model to real molecules, and it has to be judged from computed energies. The model also gives every 1,4 pair the same $d$, whether gauche or anti.

## Torsions, pairs and weights in Lean

The skeleton is a `SimpleGraph` on a type `V` of carbons; hydrogens do not appear.

```lean
import Mathlib

open Finset SimpleGraph

namespace GroupBalanceFailure

variable {V W : Type*} {G : SimpleGraph V} {a b u v u' v' : V}
```

A torsion here is a chain of bonds and carries no dihedral angle.

```lean
/-- Three successive bonds `a-u`, `u-v`, `v-b` that do not turn back. -/
def IsTorsion (G : SimpleGraph V) (a u v b : V) : Prop :=
  G.Adj a u ∧ G.Adj u v ∧ G.Adj v b ∧ a ≠ v ∧ u ≠ b
```

An element `s(a, b)` of `Sym2 V` is an unordered pair, so each 1,4 pair is counted once.

```lean
open Classical in
/-- The 1,4 pairs: unordered pairs of carbons at distance 3. -/
noncomputable def pairs14 [Fintype V] (G : SimpleGraph V) : Finset (Sym2 V) :=
  univ.filter fun p => ∃ a b, p = s(a, b) ∧ G.dist a b = 3
```

The next set collects the end pairs of all torsions with a given middle bond.

```lean
open Classical in
/-- The pairs of end atoms of the torsions whose middle bond is `e`. -/
noncomputable def pairsAcross [Fintype V] (G : SimpleGraph V) (e : Sym2 V) : Finset (Sym2 V) :=
  univ.filter fun p => ∃ a u v b, e = s(u, v) ∧ p = s(a, b) ∧ IsTorsion G a u v b
```

The bond weight takes integer values, so that subtracting 1 is ordinary subtraction. `Sym2.lift` requires the product to be symmetric in `u` and `v`, which `mul_comm` supplies.

```lean
/-- The weight `(deg u - 1)(deg v - 1)` of a pair of carbons `u`, `v`, as an integer. -/
def bondWeight [Fintype V] (G : SimpleGraph V) [DecidableRel G.Adj] : Sym2 V → ℤ :=
  Sym2.lift ⟨fun u v => ((G.degree u : ℤ) - 1) * ((G.degree v : ℤ) - 1),
    fun _ _ => mul_comm _ _⟩
```

## Paths of length three

The hypothesis `G.IsTree` says that the graph is connected and has no cycles. To exclude a triangle, the proof writes down the two paths from `u` to `v`, of lengths 1 and 2, and lets uniqueness of paths equate them.

```lean
/-- A carbon tree contains no three-membered ring. -/
theorem no_triangle (hG : G.IsTree) (h1 : G.Adj a u) (h2 : G.Adj u v) (h3 : G.Adj v a) :
    False := by
  have hp : (Walk.cons h2 Walk.nil : G.Walk u v).IsPath := by
    simp [Walk.cons_isPath_iff, h2.ne]
  have hq : (Walk.cons h1.symm (Walk.cons h3.symm Walk.nil) : G.Walk u v).IsPath := by
    simp [Walk.cons_isPath_iff, h2.ne, h1.ne', h3.ne']
  have h := congrArg (fun p : G.Path u v => p.1.length)
    (@Subsingleton.elim _ (hG.2.subsingleton_path u v) ⟨_, hp⟩ ⟨_, hq⟩)
  simp at h
```

With triangles excluded, a torsion visits four different atoms.

```lean
/-- In a carbon tree, three successive bonds that do not turn back visit four
different atoms. -/
theorem torsion_isPath (hG : G.IsTree) (h : IsTorsion G a u v b) :
    (Walk.cons h.1 (Walk.cons h.2.1 (Walk.cons h.2.2.1 Walk.nil)) : G.Walk a b).IsPath := by
  have hab : a ≠ b := by
    rintro rfl
    exact no_triangle hG h.1 h.2.1 h.2.2.1
  obtain ⟨h1, h2, h3, h4, h5⟩ := h
  simp [Walk.cons_isPath_iff, h1.ne, h2.ne, h3.ne, h4, h5, hab]
```

Two torsions with the same ends are the same path. Comparing their lists of visited atoms identifies the inner ones.

```lean
/-- In a carbon tree, the end atoms of a torsion determine its two inner atoms. -/
theorem torsion_unique (hG : G.IsTree) (h : IsTorsion G a u v b)
    (h' : IsTorsion G a u' v' b) : u = u' ∧ v = v' := by
  have e := congrArg (fun p : G.Path a b => p.1.support)
    (@Subsingleton.elim _ (hG.2.subsingleton_path a b)
      ⟨_, torsion_isPath hG h⟩ ⟨_, torsion_isPath hG h'⟩)
  simpa using e
```

For the distance criterion, the proof takes a path `p` whose length is the distance. If that is 3, splitting `p` bond by bond leaves only the case of three bonds, and the absence of repeated atoms gives $a\ne v$ and $u\ne b$. In the other direction, `p` and the torsion are the same path, so their lengths agree.

```lean
/-- In a carbon tree, two atoms are at distance 3 exactly when they are the ends of a
torsion. -/
theorem dist_eq_three_iff (hG : G.IsTree) (a b : V) :
    G.dist a b = 3 ↔ ∃ u v, IsTorsion G a u v b := by
  obtain ⟨p, hp, hl⟩ := hG.1.exists_path_of_dist a b
  constructor
  · intro h
    rw [h] at hl
    -- a path of length 3 consists of exactly three bonds
    cases p with
    | nil => simp at hl
    | cons h1 p => cases p with
      | nil => simp at hl
      | cons h2 p => cases p with
        | nil => simp at hl
        | cons h3 p => cases p with
          | nil =>
            have hs := hp.support_nodup
            simp only [Walk.support_cons, Walk.support_nil, List.nodup_cons,
              List.mem_cons, not_or] at hs
            exact ⟨_, _, h1, h2, h3, hs.1.2.1, hs.2.1.2.1⟩
          | cons h4 p =>
            rw [Walk.length_cons, Walk.length_cons, Walk.length_cons, Walk.length_cons] at hl
            omega
  · rintro ⟨u, v, h⟩
    have e := congrArg (fun p : G.Path a b => p.1.length)
      (@Subsingleton.elim _ (hG.2.subsingleton_path a b) ⟨p, hp⟩ ⟨_, torsion_isPath hG h⟩)
    simp only [Walk.length_cons, Walk.length_nil] at e
    omega
```

## The product for one bond and the sum over all

In the count across one bond, `himg` describes the pairs as the image of a product of two neighbour sets, each with the other end of the bond removed. `hinj` is the triangle argument that different choices give different pairs, and `hd` says that removing one neighbour lowers the count by one.

```lean
/-- In a carbon tree, the number of 1,4 pairs across a bond `u-v` is
`(deg u - 1)(deg v - 1)`. -/
theorem card_pairsAcross [Fintype V] [DecidableEq V] [DecidableRel G.Adj] (hG : G.IsTree)
    (huv : G.Adj u v) :
    ((pairsAcross G s(u, v)).card : ℤ) = ((G.degree u : ℤ) - 1) * ((G.degree v : ℤ) - 1) := by
  -- choose one further neighbour at each end of the bond
  have himg : pairsAcross G s(u, v) = ((G.neighborFinset u).erase v ×ˢ
      (G.neighborFinset v).erase u).image (fun q => s(q.1, q.2)) := by
    ext p
    simp only [pairsAcross, mem_filter, mem_univ, true_and, mem_image, mem_product,
      mem_erase, mem_neighborFinset, Prod.exists]
    constructor
    · rintro ⟨a, x, y, b, he, rfl, h1, h2, h3, h4, h5⟩
      rcases Sym2.eq_iff.mp he with ⟨rfl, rfl⟩ | ⟨rfl, rfl⟩
      · exact ⟨a, b, ⟨⟨h4, h1.symm⟩, ⟨h5.symm, h3⟩⟩, rfl⟩
      · exact ⟨b, a, ⟨⟨h5.symm, h3⟩, ⟨h4, h1.symm⟩⟩, Sym2.eq_swap⟩
    · rintro ⟨a, b, ⟨⟨h1, h2⟩, h3, h4⟩, rfl⟩
      exact ⟨a, u, v, b, rfl, rfl, h2.symm, huv, h4, h1, h3.symm⟩
  -- different choices give different pairs, since there is no triangle
  have hinj : Set.InjOn (fun q : V × V => s(q.1, q.2))
      (((G.neighborFinset u).erase v ×ˢ (G.neighborFinset v).erase u : Finset (V × V)) :
        Set (V × V)) := by
    rintro ⟨a, b⟩ h ⟨a', b'⟩ h' e
    simp only [mem_coe, mem_product, mem_erase, mem_neighborFinset] at h h'
    have e' : s(a, b) = s(a', b') := e
    rcases Sym2.eq_iff.mp e' with ⟨h1, h2⟩ | ⟨h1, h2⟩
    · rw [h1, h2]
    · exact (no_triangle hG h.1.2.symm huv (by rw [h1]; exact h'.2.2)).elim
  have hd : ∀ x y, G.Adj x y → ((G.neighborFinset x).erase y).card + 1 = G.degree x := by
    intro x y h
    rw [card_erase_add_one (by simpa using h), card_neighborFinset_eq_degree]
  rw [himg, card_image_of_injOn hinj, card_product, ← hd u v huv, ← hd v u huv.symm]
  push_cast
  ring
```

The main counting theorem assembles these sets. `hU` states that the 1,4 pairs are the union over all bonds, and `hD` that the sets for different bonds are disjoint. An unordered pair can be read in two directions, so `hD` has two cases; the second reverses one torsion before applying uniqueness.

```lean
/-- In a finite carbon tree, the number of atom pairs at distance 3 is the sum over bonds
of `(deg u - 1)(deg v - 1)`. -/
theorem card_pairs14 [Fintype V] [DecidableEq V] [DecidableRel G.Adj] (hG : G.IsTree) :
    ((pairs14 G).card : ℤ) = ∑ e ∈ G.edgeFinset, bondWeight G e := by
  -- every 1,4 pair lies across some bond
  have hU : pairs14 G = G.edgeFinset.biUnion (pairsAcross G) := by
    ext p
    simp only [pairs14, pairsAcross, mem_filter, mem_univ, true_and, mem_biUnion,
      mem_edgeFinset]
    constructor
    · rintro ⟨a, b, rfl, h⟩
      obtain ⟨u, v, h⟩ := (dist_eq_three_iff hG a b).mp h
      exact ⟨s(u, v), G.mem_edgeSet.mpr h.2.1, a, u, v, b, rfl, rfl, h⟩
    · rintro ⟨e, -, a, u, v, b, -, rfl, h⟩
      exact ⟨a, b, rfl, (dist_eq_three_iff hG a b).mpr ⟨u, v, h⟩⟩
  -- and across only one
  have hD : ∀ e f, e ≠ f → Disjoint (pairsAcross G e) (pairsAcross G f) := by
    intro e f hne
    refine Finset.disjoint_left.mpr fun p hp hq => hne ?_
    simp only [pairsAcross, mem_filter, mem_univ, true_and] at hp hq
    obtain ⟨a, u, v, b, he, hp, h⟩ := hp
    obtain ⟨a', u', v', b', hf, hq, k1, k2, k3, k4, k5⟩ := hq
    rw [he, hf]
    rcases Sym2.eq_iff.mp (hp.symm.trans hq) with ⟨rfl, rfl⟩ | ⟨rfl, rfl⟩
    · obtain ⟨h1, h2⟩ := torsion_unique hG h ⟨k1, k2, k3, k4, k5⟩
      rw [h1, h2]
    · obtain ⟨h1, h2⟩ := torsion_unique hG h ⟨k3.symm, k2.symm, k1.symm, k5.symm, k4.symm⟩
      rw [h1, h2]
      exact Sym2.eq_swap
  rw [hU, card_biUnion (by intro e _ f _ h; exact hD e f h), Nat.cast_sum]
  refine Finset.sum_congr rfl fun e he => ?_
  induction e using Sym2.ind with
  | _ u v => exact card_pairsAcross hG (by simpa using he)
```

## Cancellation between balanced skeletons

"Group balanced" is meant in a narrow sense: a one-to-one matching `σ` of carbons preserves the number of carbon neighbours. The degrees of those neighbours are not compared.

```lean
/-- Two skeletons are group balanced if their carbons can be matched one to one so that
partners have equally many carbon neighbours. -/
def GroupBalanced [Fintype V] [Fintype W] (G : SimpleGraph V) (H : SimpleGraph W)
    [DecidableRel G.Adj] [DecidableRel H.Adj] : Prop :=
  ∃ σ : V ≃ W, ∀ v, H.degree (σ v) = G.degree v
```

In the energy error, the values of `f` and the constant `d` are real numbers in a common energy unit, and the pair term stands outside the sum over carbons.

```lean
/-- Energy error of a method: `f k` for each carbon with `k` carbon neighbours, and `d` for
each 1,4 pair. -/
noncomputable def energyError [Fintype V] (f : ℕ → ℝ) (d : ℝ) (G : SimpleGraph V)
    [DecidableRel G.Adj] : ℝ :=
  ∑ v, f (G.degree v) + d * (pairs14 G).card
```

Reindexing the sum by `σ` shows that the two contributions from `f` are equal. This theorem holds for any finite graphs, with or without rings.

```lean
/-- Between group-balanced skeletons the errors per carbon cancel, and the reaction error is
`d` times the change in the number of 1,4 pairs. -/
theorem reaction_error [Fintype V] [Fintype W] {H : SimpleGraph W} [DecidableRel G.Adj]
    [DecidableRel H.Adj] (h : GroupBalanced G H) (f : ℕ → ℝ) (d : ℝ) :
    energyError f d H - energyError f d G =
      d * (((pairs14 H).card : ℝ) - (pairs14 G).card) := by
  obtain ⟨σ, hσ⟩ := h
  have hs : ∑ v, f (G.degree v) = ∑ w, f (H.degree w) :=
    Fintype.sum_equiv σ _ _ fun v => by simp only [hσ]
  unfold energyError
  rw [hs]
  ring
```

## The two methylpentanes

The position `k` of the sixth carbon is counted from 0, so chemical position 2 is `k = 1`. The name `methylpentane` is wider than its chemical meaning: `k = 0` and `k = 4` give the skeleton of n-hexane.

```lean
/-- Bonds of a chain of carbons `0, 1, 2, 3, 4` with a sixth carbon `5` on atom `k`. -/
abbrev Bonded (k : Fin 5) (i j : Fin 6) : Prop :=
  (i.val + 1 = j.val ∧ j.val < 5) ∨ (i.val = k.val ∧ j.val = 5)
```

`SimpleGraph.fromRel` makes the bond relation symmetric.

```lean
/-- The carbon skeleton with these bonds; `k = 1` is 2-methylpentane and `k = 2` is
3-methylpentane. -/
def methylpentane (k : Fin 5) : SimpleGraph (Fin 6) := SimpleGraph.fromRel (Bonded k)
```

The following instance makes bonding decidable, which allows finite checks by evaluation.

```lean
instance (k : Fin 5) : DecidableRel (methylpentane k).Adj := fun i j =>
  decidable_of_iff (i ≠ j ∧ (Bonded k i j ∨ Bonded k j i))
    (by rw [methylpentane, SimpleGraph.fromRel_adj])
```

A connected graph is a tree when it has one bond fewer than atoms. Evaluation confirms five bonds for every `k`, and also that each atom except 0 is bonded to an earlier one. By induction every atom is then connected to atom 0.

```lean
/-- The carbon skeleton is a tree wherever the sixth carbon is attached. -/
theorem methylpentane_isTree (k : Fin 5) : (methylpentane k).IsTree := by
  have hE : ∀ k, (methylpentane k).edgeFinset.card = 5 := by decide +kernel
  -- each atom but the first is bonded to an earlier one
  have hc : ∀ k, ∀ w : Fin 6, w ≠ 0 → ∃ v, v < w ∧ (methylpentane k).Adj v w := by
    decide +kernel
  rw [isTree_iff_connected_and_card]
  constructor
  · rw [connected_iff_exists_forall_reachable]
    refine ⟨0, fun w => ?_⟩
    induction w using WellFoundedLT.induction with
    | _ w ih =>
      by_cases h : w = 0
      · rw [h]
      · obtain ⟨v, hv, ha⟩ := hc k w h
        exact (ih v hv).trans ha.reachable
  · rw [Nat.card_eq_fintype_card, ← edgeFinset_card, hE]
    simp
```

The 1,4 pairs are not enumerated. Evaluation gives the sums of bond weights, 3 and 4, and `card_pairs14` turns them into numbers of pairs. Exchanging atoms 1 and 2 provides the matching of degrees.

```lean
/-- 2-methylpentane and 3-methylpentane are group balanced, but have 3 and 4 pairs of
carbons at distance 3. -/
theorem methylpentane_pairs : GroupBalanced (methylpentane 1) (methylpentane 2) ∧
    (pairs14 (methylpentane 1)).card = 3 ∧ (pairs14 (methylpentane 2)).card = 4 := by
  have h1 := card_pairs14 (methylpentane_isTree 1)
  have h2 := card_pairs14 (methylpentane_isTree 2)
  have s1 : ∑ e ∈ (methylpentane 1).edgeFinset, bondWeight (methylpentane 1) e = 3 := by
    decide +kernel
  have s2 : ∑ e ∈ (methylpentane 2).edgeFinset, bondWeight (methylpentane 2) e = 4 := by
    decide +kernel
  rw [s1] at h1
  rw [s2] at h2
  -- exchanging atoms 1 and 2 matches the degrees
  exact ⟨⟨Equiv.swap 1 2, by decide +kernel⟩, by exact_mod_cast h1, by exact_mod_cast h2⟩
```

Inserting these numbers into `reaction_error` gives $d(4-3)=d$ for every `f` and every `d`.

```lean
/-- For the isomerization of 2-methylpentane to 3-methylpentane, an error `d` per 1,4 pair
leaves the reaction error `d`, whatever the errors `f` per type of carbon. -/
theorem isomerization_error (f : ℕ → ℝ) (d : ℝ) :
    energyError f d (methylpentane 2) - energyError f d (methylpentane 1) = d := by
  obtain ⟨hb, h1, h2⟩ := methylpentane_pairs
  rw [reaction_error hb, h1, h2]
  norm_num

end GroupBalanceFailure
```

```lean
#print axioms GroupBalanceFailure.methylpentane_pairs
#print axioms GroupBalanceFailure.isomerization_error
```

```
'GroupBalanceFailure.methylpentane_pairs' depends on axioms: [propext, Classical.choice, Quot.sound]
'GroupBalanceFailure.isomerization_error' depends on axioms: [propext, Classical.choice, Quot.sound]
```
